# A plane wave in a sphere: closed forms for the s and p norm fractions, and a remainder of 10 to 11 percent at $k r_c = 2$

**Q.** Take a plane wave $e^{i\mathbf k\cdot\mathbf r}$ and a sphere of radius $r_c$ about the origin. What do you define, and in which units?

**A.** Lengths are scaled by the wave number $k$: $t = kr$ is the scaled distance from the centre and $x = k r_c$ the scaled sphere radius. The spherical Bessel functions start from

$$j_0(t)=\frac{\sin t}{t},\qquad j_1(t)=\frac{\sin t}{t^2}-\frac{\cos t}{t},$$

and higher $l$ follow from $j_{l+2} = \frac{2l+3}{t}\,j_{l+1} - j_l$. In Lean, `sphBessel l t` is $j_l(t)$, with `l` a natural number and `t` real.

```lean
import Mathlib

open Real

namespace PlaneWaveTruncation

noncomputable section

/-- Spherical Bessel functions `j_l(t)` for `t ≠ 0`, generated from `j_0` and `j_1` by the
upward recurrence in `l`. -/
def sphBessel : ℕ → ℝ → ℝ
  | 0, t => sin t / t
  | 1, t => sin t / t ^ 2 - cos t / t
  | l + 2, t => (2 * (l : ℝ) + 3) / t * sphBessel (l + 1) t - sphBessel l t
```

At $t=0$ Lean's convention for division by zero gives `sphBessel 0 0` the value 0 instead of the limit 1, but the factor $t^2$ in the norm integral makes this harmless.

The radial norm is $\int_0^x t^2 j_l(t)^2\,dt$, and the norm fraction $f_l$ is that integral times $3(2l+1)/x^3$.

```lean
/-- The radial norm integral of `t² j_l(t)²` from the centre to the scaled radius `x`. -/
def radialNorm (l : ℕ) (x : ℝ) : ℝ := ∫ t in (0 : ℝ)..x, t ^ 2 * sphBessel l t ^ 2

/-- The fraction `f_l` of a plane wave's norm in a sphere that belongs to angular momentum `l`,
where `x = k r_c ≠ 0` is the wave number times the sphere radius. -/
def normFraction (l : ℕ) (x : ℝ) : ℝ := 3 * (2 * (l : ℝ) + 1) / x ^ 3 * radialNorm l x
```

**Q.** That prefactor is put in by hand. Why is $f_l$ a share of the norm?

**A.** Let $u$ be the cosine of the angle between $\mathbf k$ and $\mathbf r$. The expansion in Legendre polynomials $P_l$ is

$$e^{itu}=\sum_l (2l+1)\,i^l j_l(t)\,P_l(u),\qquad \tfrac12\int_{-1}^1 P_l(u)^2\,du=\frac1{2l+1}.$$

The term with angular momentum $l$ therefore has mean square $(2l+1)j_l(t)^2$ on the shell at $t$. Different $P_l$ are orthogonal on $[-1,1]$, so cross terms vanish and these mean squares add up to that of the whole wave, which is 1. Integrating over shells with weight $t^2$ and dividing by the total, $\int_0^x t^2\,dt = x^3/3$, gives $f_l$. The file takes this formula as its definition and does not derive the expansion. For s and p, the shell calculation below supplies an independent justification.

**Q.** First the integrals. The p wave looks singular at the origin.

**A.** Only term by term. The two radial densities are

$$t^2j_0^2=\sin^2 t,\qquad t^2j_1^2=\left(\frac{\sin t}{t}-\cos t\right)^2,$$

and the second is continuous once $\sin t/t$ is given the value 1 at the origin, which is what Mathlib's `sinc` does. Both lemmas treat $t=0$ separately and clear denominators elsewhere.

```lean
/-- The radial density of the s wave is `sin² t`. -/
theorem density_zero (t : ℝ) : t ^ 2 * sphBessel 0 t ^ 2 = sin t ^ 2 := by
  by_cases ht : t = 0
  · simp [ht]
  · simp only [sphBessel]
    field_simp

/-- The radial density of the p wave is `(sinc t - cos t)²`. -/
theorem density_one (t : ℝ) : t ^ 2 * sphBessel 1 t ^ 2 = (sinc t - cos t) ^ 2 := by
  by_cases ht : t = 0
  · simp [ht]
  · rw [Real.sinc_of_ne_zero ht]
    simp only [sphBessel]
    field_simp
```

For the s wave, $\int_0^x\sin^2 t\,dt = x/2-\sin(2x)/4$.

```lean
/-- The radial norm of the s wave in closed form. -/
theorem radialNorm_zero (x : ℝ) : radialNorm 0 x = x / 2 - sin (2 * x) / 4 := by
  unfold radialNorm
  rw [Real.sin_two_mul]
  simp only [density_zero, integral_sin_sq, Real.sin_zero]
  ring
```

For the p wave, try $F(t)=\frac t2+\frac{\sin 2t}4-\frac{\sin^2 t}{t}$. Then

$$F'(t)=\frac{1+\cos 2t}{2}-\frac{2\sin t\cos t}{t}+\frac{\sin^2 t}{t^2}=\left(\frac{\sin t}{t}-\cos t\right)^2,$$

and $F(t)\to0$ as $t\to0$, so the integral is $F(x)$. Lean writes the last term of $F$ as `sin t * sinc t`, which is continuous everywhere. It differentiates $F$ only for $t\neq0$ and then applies a version of the fundamental theorem that tolerates a countable set of exceptional points, here the origin alone.

```lean
/-- The radial norm of the p wave in closed form. -/
theorem radialNorm_one (x : ℝ) :
    radialNorm 1 x = x / 2 + sin (2 * x) / 4 - sin x * sinc x := by
  have hsinc := Real.continuous_sinc
  have hF : Continuous (fun t : ℝ => t / 2 + sin (2 * t) / 4 - sin t * sinc t) := by fun_prop
  have hf : Continuous (fun t : ℝ => (sinc t - cos t) ^ 2) := by fun_prop
  have hEq : (fun t : ℝ => t / 2 + sin (2 * t) / 4 - sin t * sinc t)
      = fun t : ℝ => t / 2 + sin (2 * t) / 4 - sin t * sin t / t := by
    funext t
    by_cases ht : t = 0
    · simp [ht]
    · rw [Real.sinc_of_ne_zero ht]
      ring
  -- away from the origin the antiderivative is differentiated by the quotient rule
  have hd : ∀ t : ℝ, t ≠ 0 → HasDerivAt
      (fun t : ℝ => t / 2 + sin (2 * t) / 4 - sin t * sinc t) ((sinc t - cos t) ^ 2) t := by
    intro t ht
    rw [hEq]
    have h0 : HasDerivAt (fun u : ℝ => 2 * u) 2 t := by
      simpa using (hasDerivAt_id t).const_mul 2
    have hs := Real.hasDerivAt_sin t
    refine HasDerivAt.congr_deriv ((((hasDerivAt_id' t).div_const 2).fun_add
      (h0.sin.div_const 4)).fun_sub ((hs.fun_mul hs).fun_div (hasDerivAt_id' t) ht)) ?_
    rw [Real.sinc_of_ne_zero ht, Real.cos_two_mul]
    field_simp
    ring
  have h := MeasureTheory.integral_eq_of_hasDerivAt_off_countable _ _
    (Set.countable_singleton (0 : ℝ)) hF.continuousOn (fun t ht => hd t ht.2)
    (hf.intervalIntegrable 0 x)
  unfold radialNorm
  simp only [density_one]
  rw [h]
  simp
```

**Q.** You could still have two correct integrals with the wrong weights. What ties $1-f_0-f_1$ to the part of the wave that s and p fail to describe?

**A.** A least-squares calculation on each shell with $t\neq0$. Approximate $e^{itu}$ by $a+3ibu$ with real amplitudes $a$ and $b$: the first term is an s wave, the second a p wave along $\mathbf k$. The mean square error is

$$\tfrac12\int_{-1}^{1}\left[(\cos tu-a)^2+(\sin tu-3bu)^2\right]du .$$

Three averages are needed:

$$\tfrac12\int_{-1}^1\cos tu\,du=j_0,\qquad \tfrac12\int_{-1}^1u\sin tu\,du=j_1,\qquad \tfrac12\int_{-1}^1u^2\,du=\tfrac13 .$$

Expanding the squares and completing them again gives

$$1+a^2-2aj_0+3b^2-6bj_1=1-j_0^2-3j_1^2+(a-j_0)^2+3(b-j_1)^2 .$$

The best amplitudes are thus $a=j_0$ and $b=j_1$, and the smallest error is $1-j_0^2-3j_1^2$. Imaginary parts of $a$ and $b$, or p waves perpendicular to $\mathbf k$, would not lower it: their cross terms average to zero by symmetry, so they only add squares. This last remark is not part of the Lean file. The weights 1 and 3 come out of the calculation. Lean does the whole $u$-integral with one explicit antiderivative; `linear_combination` checks its derivative using $t^{-1}t=1$ and $\sin^2+\cos^2=1$.

```lean
/-- On a shell of scaled radius `t`, the mean square error of replacing `exp(itu)` by
`a + 3ibu` equals `1 - j_0² - 3j_1²` plus squares that vanish at `a = j_0`, `b = j_1`. -/
theorem shell_error {t : ℝ} (ht : t ≠ 0) (a b : ℝ) :
    1 / 2 * ∫ u in (-1 : ℝ)..1, ((cos (t * u) - a) ^ 2 + (sin (t * u) - 3 * b * u) ^ 2)
      = 1 - sphBessel 0 t ^ 2 - 3 * sphBessel 1 t ^ 2
        + (a - sphBessel 0 t) ^ 2 + 3 * (b - sphBessel 1 t) ^ 2 := by
  have hG : ∀ u : ℝ, HasDerivAt (fun u : ℝ => (1 + a ^ 2) * u
      - (2 * a * t⁻¹ + 6 * b * t⁻¹ ^ 2) * sin (t * u)
      + 6 * b * t⁻¹ * (u * cos (t * u)) + 3 * b ^ 2 * u ^ 3)
      ((cos (t * u) - a) ^ 2 + (sin (t * u) - 3 * b * u) ^ 2) u := by
    intro u
    have h0 : HasDerivAt (fun v : ℝ => t * v) t u := by
      simpa using (hasDerivAt_id u).const_mul t
    have hp : HasDerivAt (fun v : ℝ => v ^ 3) (3 * u ^ 2) u := by
      simpa using hasDerivAt_pow 3 u
    have hi := hasDerivAt_id' u
    refine HasDerivAt.congr_deriv ((((hi.const_mul (1 + a ^ 2)).fun_sub
      (h0.sin.const_mul (2 * a * t⁻¹ + 6 * b * t⁻¹ ^ 2))).fun_add
      ((hi.fun_mul h0.cos).const_mul (6 * b * t⁻¹))).fun_add (hp.const_mul (3 * b ^ 2))) ?_
    have hst : t⁻¹ * t = 1 := inv_mul_cancel₀ ht
    linear_combination (-(2 * a * cos (t * u) + 6 * b * t⁻¹ * cos (t * u))
      - 6 * b * u * sin (t * u)) * hst - Real.sin_sq_add_cos_sq (t * u)
  rw [intervalIntegral.integral_eq_sub_of_hasDerivAt (fun u _ => hG u)
    (Continuous.intervalIntegrable (by fun_prop) _ _)]
  simp only [sphBessel, mul_one, mul_neg, Real.sin_neg, Real.cos_neg]
  ring
```

**Q.** And that error cannot be negative, being an average of squares.

**A.** Yes. Setting $a=j_0$, $b=j_1$ and multiplying by $t^2$ gives a nonnegative missing density.

```lean
/-- The radial density left over after the s and p waves is nowhere negative. -/
theorem missing_density_nonneg (t : ℝ) :
    0 ≤ t ^ 2 * (1 - sphBessel 0 t ^ 2 - 3 * sphBessel 1 t ^ 2) := by
  by_cases ht : t = 0
  · simp [ht]
  · have h := shell_error ht (sphBessel 0 t) (sphBessel 1 t)
    have hn : 0 ≤ ∫ u in (-1 : ℝ)..1, ((cos (t * u) - sphBessel 0 t) ^ 2
        + (sin (t * u) - 3 * sphBessel 1 t * u) ^ 2) :=
      intervalIntegral.integral_nonneg (by norm_num) (fun u _ => by positivity)
    exact mul_nonneg (sq_nonneg t) (by linarith)
```

For $x\neq0$, integrating it over the shells yields

$$1-f_0-f_1=\frac3{x^3}\int_0^x t^2\left(1-j_0^2-3j_1^2\right)dt .$$

The Lean proof splits the integral into three, which is allowed because each density is continuous, and uses $\int_0^x t^2\,dt=x^3/3$.

```lean
/-- The norm fraction missed by the s and p waves is the integral of the left-over density. -/
theorem missing_fraction {x : ℝ} (hx : x ≠ 0) :
    1 - normFraction 0 x - normFraction 1 x = 3 / x ^ 3 *
      ∫ t in (0 : ℝ)..x, t ^ 2 * (1 - sphBessel 0 t ^ 2 - 3 * sphBessel 1 t ^ 2) := by
  have hsinc := Real.continuous_sinc
  have h0 : Continuous (fun t : ℝ => t ^ 2 * sphBessel 0 t ^ 2) := by
    simp only [density_zero]
    fun_prop
  have h1 : Continuous (fun t : ℝ => 3 * (t ^ 2 * sphBessel 1 t ^ 2)) := by
    simp only [density_one]
    fun_prop
  have h2 : Continuous (fun t : ℝ => t ^ 2 - t ^ 2 * sphBessel 0 t ^ 2) :=
    (continuous_pow 2).sub h0
  have hp : ∫ t in (0 : ℝ)..x, t ^ 2 = x ^ 3 / 3 := by
    rw [integral_pow]
    norm_num
  have e : ∀ t : ℝ, t ^ 2 * (1 - sphBessel 0 t ^ 2 - 3 * sphBessel 1 t ^ 2)
      = t ^ 2 - t ^ 2 * sphBessel 0 t ^ 2 - 3 * (t ^ 2 * sphBessel 1 t ^ 2) := by
    intro t
    ring
  have hI : ∫ t in (0 : ℝ)..x, t ^ 2 * (1 - sphBessel 0 t ^ 2 - 3 * sphBessel 1 t ^ 2)
      = x ^ 3 / 3 - radialNorm 0 x - 3 * radialNorm 1 x := by
    unfold radialNorm
    simp only [e]
    rw [intervalIntegral.integral_sub (h2.intervalIntegrable 0 x) (h1.intervalIntegrable 0 x),
      intervalIntegral.integral_sub ((continuous_pow 2).intervalIntegrable 0 x)
        (h0.intervalIntegrable 0 x), intervalIntegral.integral_const_mul, hp]
  rw [hI]
  unfold normFraction
  push_cast
  field_simp
  ring
```

**Q.** Then read me the main theorem as it stands.

**A.** For every real $x>0$, four statements hold together:

$$f_0=\frac{3}{x^3}\left(\frac x2-\frac{\sin 2x}4\right),\qquad f_1=\frac{9}{x^3}\left(\frac x2+\frac{\sin 2x}4-\frac{\sin^2x}{x}\right),$$

$$0<f_0+f_1,\qquad f_0+f_1\le1 .$$

The closed forms are the radial norms times $3/x^3$ and $9/x^3$. The sum is positive because $\sin 2x<2x$ makes $f_0$ positive, while $f_1$ is an integral of squares. The upper bound follows from the nonnegative missing density. Although `normFraction` is defined for all $l$, the theorem concerns $l=0$ and $l=1$; it does not say that all the fractions add up to one.

```lean
/-- The s and p norm fractions of a plane wave in a sphere in closed form; their sum is
positive and at most one. -/
theorem plane_wave_fractions {x : ℝ} (hx : 0 < x) :
    normFraction 0 x = 3 * (x / 2 - sin (2 * x) / 4) / x ^ 3 ∧
    normFraction 1 x = 9 * (x / 2 + sin (2 * x) / 4 - sin x ^ 2 / x) / x ^ 3 ∧
    0 < normFraction 0 x + normFraction 1 x ∧ normFraction 0 x + normFraction 1 x ≤ 1 := by
  have f0 : normFraction 0 x = 3 * (x / 2 - sin (2 * x) / 4) / x ^ 3 := by
    unfold normFraction
    rw [radialNorm_zero]
    push_cast
    ring
  refine ⟨f0, ?_, ?_, ?_⟩
  · unfold normFraction
    rw [radialNorm_one, Real.sinc_of_ne_zero hx.ne']
    push_cast
    ring
  · have hs : sin (2 * x) < 2 * x := Real.sin_lt (by linarith)
    have p0 : 0 < normFraction 0 x := by
      rw [f0]
      exact div_pos (by linarith) (by positivity)
    have p1 : 0 ≤ normFraction 1 x :=
      mul_nonneg (by positivity)
        (intervalIntegral.integral_nonneg hx.le (fun t _ => by positivity))
    linarith
  · have hm := missing_fraction hx.ne'
    have hn : 0 ≤ 3 / x ^ 3 *
        ∫ t in (0 : ℝ)..x, t ^ 2 * (1 - sphBessel 0 t ^ 2 - 3 * sphBessel 1 t ^ 2) :=
      mul_nonneg (by positivity)
        (intervalIntegral.integral_nonneg hx.le (fun t _ => missing_density_nonneg t))
    linarith
```

**Q.** Does it behave for a very small sphere or a very long wavelength?

**A.** Expanding by hand for small $x$ gives $f_0\approx1-x^2/5$ and $f_1\approx x^2/5$, with a remainder $1-f_0-f_1\approx x^4/105$. The wave is nearly constant across the sphere, so it is almost entirely s-like; its gradient supplies the p part, and what is left starts with the d wave.

**Q.** Now the number at $x=2$. Floating-point output would not convince me.

**A.** None is used. With $\sin4=2\sin2\cos2$ the closed forms give

$$1-f_0-f_1=-\tfrac12+\tfrac38\,\sin2\,(-\cos2)+\tfrac9{16}\sin^22 ,$$

so bounds on $\cos2$ and $\sin2$ suffice. The Taylor bound for the cosine is very tight at $1/16$, and five applications of $\cos2y=2\cos^2y-1$ carry it to 2. The next lemma performs one such doubling on a lower and an upper bound; the lower bound before doubling must be nonnegative so that squaring preserves the order.

```lean
/-- An enclosure of the cosine of an angle, with nonnegative lower bound, gives one for the cosine
of the doubled angle. -/
theorem cos_double {y z lo hi lo' hi' : ℝ} (hz : z = 2 * y) (h0 : 0 ≤ lo)
    (h : lo ≤ cos y ∧ cos y ≤ hi) (hl : lo' ≤ 2 * lo ^ 2 - 1) (hh : 2 * hi ^ 2 - 1 ≤ hi') :
    lo' ≤ cos z ∧ cos z ≤ hi' := by
  have a := pow_le_pow_left₀ h0 h.1 2
  have b := pow_le_pow_left₀ (h0.trans h.1) h.2 2
  rw [hz, Real.cos_two_mul]
  constructor <;> linarith
```

The result is $-0.4171\le\cos2\le-0.4159$. Since $\sin2>0$, the identity $\sin^2+\cos^2=1$ then gives $0.908\le\sin2\le0.91$ and $0.826\le\sin^22\le0.8271$. Inserting these bounds places the remainder between about 0.106 and 0.108, inside the stated interval from 0.10 to 0.11. In Lean, `nlinarith` derives the sine bounds, and `linarith` closes the two final inequalities.

```lean
/-- At `k r_c = 2` the s and p waves together miss between 10 and 11 percent of the norm. -/
theorem missing_fraction_at_two :
    0.10 < 1 - normFraction 0 2 - normFraction 1 2 ∧
    1 - normFraction 0 2 - normFraction 1 2 < 0.11 := by
  -- Taylor bound at 1/16, then five doublings of the angle
  have c16 : 0.99804608 ≤ cos (1 / 16 : ℝ) ∧ cos (1 / 16 : ℝ) ≤ 0.99804767 := by
    have habs : |(1 / 16 : ℝ)| = 1 / 16 := abs_of_pos (by norm_num)
    have h := Real.cos_bound (x := 1 / 16) (by rw [habs]; norm_num)
    rw [habs, abs_le] at h
    constructor <;> linarith [h.1, h.2]
  have c8 : 0.992191 ≤ cos (1 / 8 : ℝ) ∧ cos (1 / 8 : ℝ) ≤ 0.992199 :=
    cos_double (by norm_num) (by norm_num) c16 (by norm_num) (by norm_num)
  have c4 : 0.968885 ≤ cos (1 / 4 : ℝ) ∧ cos (1 / 4 : ℝ) ≤ 0.968918 :=
    cos_double (by norm_num) (by norm_num) c8 (by norm_num) (by norm_num)
  have c2 : 0.87747 ≤ cos (1 / 2 : ℝ) ∧ cos (1 / 2 : ℝ) ≤ 0.87761 :=
    cos_double (by norm_num) (by norm_num) c4 (by norm_num) (by norm_num)
  have c1 : 0.5399 ≤ cos (1 : ℝ) ∧ cos (1 : ℝ) ≤ 0.5404 :=
    cos_double (by norm_num) (by norm_num) c2 (by norm_num) (by norm_num)
  have c : -0.4171 ≤ cos (2 : ℝ) ∧ cos (2 : ℝ) ≤ -0.4159 :=
    cos_double (by norm_num) (by norm_num) c1 (by norm_num) (by norm_num)
  obtain ⟨cl, cu⟩ := c
  have hs : 0 < sin (2 : ℝ) :=
    Real.sin_pos_of_pos_of_lt_pi (by norm_num) (by linarith [Real.pi_gt_three])
  have hp := Real.sin_sq_add_cos_sq (2 : ℝ)
  have q1 : sin (2 : ℝ) ^ 2 ≤ 0.8271 := by nlinarith
  have q2 : 0.826 ≤ sin (2 : ℝ) ^ 2 := by nlinarith
  have s1 : 0.908 ≤ sin (2 : ℝ) := by nlinarith
  have s2 : sin (2 : ℝ) ≤ 0.91 := by nlinarith
  have p1 : 0.908 * 0.4159 ≤ sin (2 : ℝ) * (-cos 2) :=
    mul_le_mul s1 (by linarith) (by norm_num) hs.le
  have p2 : sin (2 : ℝ) * (-cos 2) ≤ 0.91 * 0.4171 :=
    mul_le_mul s2 (by linarith) (by linarith) (by norm_num)
  obtain ⟨f0, f1, -, -⟩ := plane_wave_fractions (x := 2) (by norm_num)
  rw [f0, f1, Real.sin_two_mul]
  constructor <;> linarith

end

end PlaneWaveTruncation
```

```lean
#print axioms PlaneWaveTruncation.plane_wave_fractions
#print axioms PlaneWaveTruncation.missing_fraction_at_two
```

```
'PlaneWaveTruncation.plane_wave_fractions' depends on axioms: [propext, Classical.choice, Quot.sound]
'PlaneWaveTruncation.missing_fraction_at_two' depends on axioms: [propext, Classical.choice, Quot.sound]
```

**Q.** What may I conclude about a projector augmented-wave (PAW) dataset with only s and p channels?

**A.** For a single plane wave with $k r_c=2$, for instance $k=1$ and $r_c=2$ in atomic units, 10 to 11 percent of its norm in the augmentation sphere is out of reach of the s and p channels, however many radial functions each channel has.

**Q.** So the PAW calculation loses that much norm?

**A.** No. In PAW the plane-wave part of the wave function remains in place inside the sphere, and the one-centre terms add only the difference between all-electron and pseudo partial waves. What a truncated set lacks is this correction for $l\ge2$, and its size depends on the atom. The model here contains no potential, no projectors and no superposition of plane waves, so it measures the angular content of one wave and not the error of a dataset.
